# Tail-subtracted fermionic Matsubara sums of finite Lehmann functions converge absolutely for 0 ≤ τ ≤ β

## A sum over frequencies without a prescribed order

A fermionic Green's function known at the Matsubara frequencies returns to imaginary time through a sum over all integers n. If its leading tail, proportional to 1/(iω_n), is nonzero, as it is for a single level, the terms fall off only as 1/|n| and the value depends on the order of summation. Here the sum has no prescribed order. The leading tail is subtracted first, which makes the series absolutely convergent.

Units have ħ = k_B = 1, β > 0 is the inverse temperature, and energies are measured from the chemical potential. The frequencies and the Fermi function are

ω_n = (2n+1)π/β,  f(e) = 1/(exp(βe) + 1).

The letter e always denotes a real level energy, and exponentials are written exp. A single level has the Green's function 1/(iω_n − e), whose leading tail is 1/(iω_n). In imaginary time, for 0 < τ < β, the level gives −(1 − f(e))exp(−eτ). The tail gives −1/2 there when summed symmetrically in n, a textbook value that is used here only for interpretation. The difference should therefore be

K(τ) = 1/2 − (1 − f(e))exp(−eτ).

Codes for electronic structure that work with Green's functions often treat the tail analytically in this way; the result below gives the exact subtracted sum for a finite sum of simple real poles.

## The statement for finitely many poles

Take finitely many real poles ε_j with complex residues A_j, and let

G(z) = Σ_j A_j/(z − ε_j).

The theorem `lehmann_tail_subtracted_inverse` says that for β > 0 and 0 ≤ τ ≤ β the series over all integers n with terms

exp(−iω_nτ) [G(iω_n) − (Σ_j A_j)/(iω_n)]

converges absolutely, and that 1/β times its sum equals

Σ_j A_j [1/2 − (1 − f(ε_j))exp(−ε_jτ)].

One pole with residue 1 gives K(τ). At τ = 0 this is f(e) − 1/2.

In Lean, `iω β n` is the whole imaginary number iω_n, with the factor i included. `fermi` is f, `lehmann A ε z` is G(z), and the finite index type `ι` labels the poles. `subtractedPole β e n` is the single-level difference, and `subtractedKernel β e τ` is K(τ). The condition `τ ∈ Set.Icc 0 β` is the closed interval, so both endpoints are included.

The conclusion has two parts. The first is `Summable` applied to the norms, which is absolute convergence. The second gives the value of the sum `∑'`. Lean assigns 0 to `∑'` when a series is not summable, and the first part excludes that case.

The residues need not be positive or sum to one. The poles and residues are given data: the step from a Hamiltonian to its Lehmann representation is left to the user. Continuous spectra and the error of a truncated frequency sum are not treated.

## Decay of the subtracted pole

Write

S_n = 1/(iω_n − e) − 1/(iω_n).

Since 2n+1 is odd, ω_n is never zero. Moreover |iω_n − e| = √(ω_n² + e²) ≥ |ω_n|, so neither denominator vanishes. Over a common denominator,

S_n = e/[(iω_n − e)iω_n],

|S_n| ≤ |e|/ω_n² = |e|(β/π)²/(2n+1)².

The right-hand side is summable over the integers. The factor exp(−iω_nτ) has modulus one, so the series with phases also converges absolutely.

## The forward transform of K

Two identities are needed. The first is exp(iω_nβ) = exp(i(2n+1)π) = −1. For the second, the definition of f gives 1 − f(e) = 1/(1 + exp(−eβ)), hence

(1 − f(e))(1 + exp(−eβ)) = 1.

The two exponential integrals are

∫₀^β exp(iω_nx) dx = (−1 − 1)/(iω_n) = −2/(iω_n),

∫₀^β exp((iω_n − e)x) dx = −(1 + exp(−eβ))/(iω_n − e).

Multiply the first by 1/2 and the second by −(1 − f(e)), then add. By the second identity,

∫₀^β exp(iω_nx)K(x) dx = −1/(iω_n) + 1/(iω_n − e) = S_n.

## Inversion on a circle

The same identity gives K(0) + K(β) = 1 − (1 − f(e))(1 + exp(−eβ)) = 0, so K(β) = −K(0). Define

g(x) = exp(iω_0x)K(x).

Since exp(iω_0β) = −1, g(β) = −K(β) = K(0) = g(0). Thus g is a continuous function on a circle of circumference β. Its Fourier coefficients are

c_k = (1/β)∫₀^β exp(−2πikx/β)g(x) dx = (1/β)S_{−k},

because ω_0 − 2πk/β = ω_{−k}. These coefficients are absolutely summable. The Fourier series therefore converges uniformly to a continuous function with the same coefficients as g, which must be g itself. At every τ in [0, β],

g(τ) = (1/β) Σ_k S_{−k} exp(2πikτ/β).

Put n = −k and multiply by exp(−iω_0τ). Since ω_0 + 2πn/β = ω_n,

K(τ) = (1/β) Σ_n exp(−iω_nτ)S_n.

For several poles, let S_n(ε_j) be S_n with e = ε_j. Then

G(iω_n) − (Σ_j A_j)/(iω_n) = Σ_j A_j S_n(ε_j).

A finite sum of absolutely convergent series converges absolutely and may be taken term by term, which gives the stated result.

## The Lean file

```lean
import Mathlib

open Complex

namespace MatsubaraTail

noncomputable section

/-- The imaginary fermionic Matsubara frequency `i(2n+1)π/β`, for nonzero `β`. -/
def iω (β : ℝ) (n : ℤ) : ℂ := I * (((2 * n + 1) * Real.pi / β : ℝ) : ℂ)

/-- The Fermi function at inverse temperature `β` and energy `e`. -/
def fermi (β e : ℝ) : ℝ := 1 / (Real.exp (β * e) + 1)

/-- A Green's function in Lehmann form with residues `A j` and real poles `ε j`,
for `z` away from the poles. -/
def lehmann {ι : Type*} [Fintype ι] (A : ι → ℂ) (ε : ι → ℝ) (z : ℂ) : ℂ :=
  ∑ j, A j / (z - ε j)

/-- A pole at energy `e` minus its leading high-frequency tail, for nonzero `β`. -/
def subtractedPole (β e : ℝ) (n : ℤ) : ℂ := 1 / (iω β n - e) - 1 / iω β n

/-- The imaginary-time function `1/2 - (1 - f(e)) exp(-e τ)`. -/
def subtractedKernel (β e τ : ℝ) : ℂ :=
  1 / 2 - (1 - (fermi β e : ℂ)) * exp (-((e : ℂ) * τ))

/-- For `β > 0` no fermionic frequency vanishes. -/
theorem iω_ne_zero {β : ℝ} (hβ : 0 < β) (n : ℤ) : iω β n ≠ 0 := by
  have h : 2 * (n : ℝ) + 1 ≠ 0 := by exact_mod_cast (by omega : (2 * n + 1 : ℤ) ≠ 0)
  exact mul_ne_zero I_ne_zero
    (Complex.ofReal_ne_zero.mpr (div_ne_zero (mul_ne_zero h Real.pi_ne_zero) hβ.ne'))

/-- A real energy shift never brings an imaginary frequency closer to zero. -/
theorem norm_iω_le (β e : ℝ) (n : ℤ) : ‖iω β n‖ ≤ ‖iω β n - e‖ := by
  unfold iω
  generalize (2 * (n : ℝ) + 1) * Real.pi / β = w
  simpa using Complex.abs_im_le_norm (I * (w : ℂ) - e)

/-- For `β > 0` a fermionic phase factor changes sign across an interval of length `β`. -/
theorem exp_iω_beta {β : ℝ} (hβ : 0 < β) (n : ℤ) : exp (iω β n * β) = -1 := by
  have h : iω β n * β = Real.pi * I + n * (2 * Real.pi * I) := by
    rw [iω, mul_assoc, ← Complex.ofReal_mul, div_mul_cancel₀ _ hβ.ne']
    push_cast
    ring
  rw [h, Complex.exp_add, Complex.exp_pi_mul_I, Complex.exp_int_mul_two_pi_mul_I, mul_one]

/-- The factor `1 - f(e)` times `1 + exp(-e β)` is one. -/
theorem fermi_identity (β e : ℝ) :
    (1 - (fermi β e : ℂ)) * (1 + exp (-((e : ℂ) * β))) = 1 := by
  have h1 : fermi β e * (Real.exp (β * e) + 1) = 1 := one_div_mul_cancel (by positivity)
  have h2 : Real.exp (β * e) * Real.exp (-(e * β)) = 1 := by
    rw [← Real.exp_add, mul_comm e β, add_neg_cancel, Real.exp_zero]
  have h : (1 - fermi β e) * (1 + Real.exp (-(e * β))) = 1 := by
    linear_combination (-Real.exp (-(e * β))) * h1 + fermi β e * h2
  exact_mod_cast h

/-- For `β > 0` the tail-subtracted pole is summable over all fermionic frequencies. -/
theorem summable_subtractedPole {β : ℝ} (hβ : 0 < β) (e : ℝ) :
    Summable (subtractedPole β e) := by
  have hs : Summable fun n : ℤ => 1 / ((2 * n + 1 : ℤ) : ℝ) ^ 2 :=
    (Real.summable_one_div_int_pow.mpr one_lt_two).comp_injective
      (i := fun n : ℤ => 2 * n + 1)
      (fun a b h => by have h' : 2 * a + 1 = 2 * b + 1 := h; omega)
  refine Summable.of_norm_bounded (hs.mul_left (|e| * (β / Real.pi) ^ 2)) fun n => ?_
  have hpos : 0 < ‖iω β n‖ := norm_pos_iff.mpr (iω_ne_zero hβ n)
  have hd := norm_iω_le β e n
  -- the subtraction gains one power of the frequency
  have hS : subtractedPole β e n = e / ((iω β n - e) * iω β n) := by
    rw [subtractedPole, div_sub_div _ _ (norm_pos_iff.mp (hpos.trans_le hd))
      (iω_ne_zero hβ n)]
    congr 1
    ring
  have hsq : ‖iω β n‖ ^ 2 = ((2 * n + 1) * Real.pi / β) ^ 2 := by
    rw [iω, norm_mul, Complex.norm_I, one_mul, Complex.norm_real, Real.norm_eq_abs, sq_abs]
  have hodd : 2 * (n : ℝ) + 1 ≠ 0 := by exact_mod_cast (by omega : (2 * n + 1 : ℤ) ≠ 0)
  rw [hS, norm_div, norm_mul, Complex.norm_real, Real.norm_eq_abs]
  refine (div_le_div_of_nonneg_left (abs_nonneg e) (mul_pos hpos hpos)
    (mul_le_mul_of_nonneg_right hd hpos.le)).trans_eq ?_
  rw [← sq, hsq]
  push_cast
  field_simp

/-- For `β > 0` the forward transform of the imaginary-time kernel over `[0, β]` is the
tail-subtracted pole. -/
theorem integral_subtractedKernel {β : ℝ} (hβ : 0 < β) (e : ℝ) (n : ℤ) :
    ∫ x in (0 : ℝ)..β, exp (iω β n * x) * subtractedKernel β e x
      = subtractedPole β e n := by
  have h1 := iω_ne_zero hβ n
  have h2 : iω β n - e ≠ 0 :=
    norm_pos_iff.mp ((norm_pos_iff.mpr h1).trans_le (norm_iω_le β e n))
  have hsplit : ∀ x : ℝ, exp ((iω β n - e) * x)
      = exp (iω β n * x) * exp (-((e : ℂ) * x)) := fun x => by
    rw [← Complex.exp_add]
    congr 1
    ring
  have hint : ∀ x : ℝ, exp (iω β n * x) * subtractedKernel β e x = 1 / 2 * exp (iω β n * x)
      - (1 - (fermi β e : ℂ)) * exp ((iω β n - e) * x) := fun x => by
    rw [hsplit, subtractedKernel]
    ring
  simp only [hint]
  rw [intervalIntegral.integral_sub, intervalIntegral.integral_const_mul,
    intervalIntegral.integral_const_mul, integral_exp_mul_complex h1,
    integral_exp_mul_complex h2, hsplit β, exp_iω_beta hβ n]
  · simp only [ofReal_zero, mul_zero, Complex.exp_zero, subtractedPole]
    linear_combination (1 / (iω β n - e)) * fermi_identity β e
  all_goals exact Continuous.intervalIntegrable (by fun_prop) _ _

/-- For `β > 0` and `0 ≤ τ ≤ β` the Matsubara series of the tail-subtracted pole converges
to `β` times the imaginary-time kernel. -/
theorem hasSum_subtractedPole {β τ : ℝ} (hβ : 0 < β) (e : ℝ) (hτ : τ ∈ Set.Icc 0 β) :
    HasSum (fun n : ℤ => exp (-(iω β n * τ)) * subtractedPole β e n)
      (β * subtractedKernel β e τ) := by
  have : Fact (0 < β) := ⟨hβ⟩
  -- a phase turns the antiperiodic kernel into a continuous function on the circle
  let g : ℝ → ℂ := fun x => exp (iω β 0 * x) * subtractedKernel β e x
  have hg : Continuous g := by
    simp only [g, subtractedKernel]
    fun_prop
  have hper : g 0 = g β := by
    simp only [g, subtractedKernel, exp_iω_beta hβ 0, ofReal_zero, mul_zero,
      neg_zero, Complex.exp_zero]
    linear_combination -fermi_identity β e
  let F : C(AddCircle β, ℂ) :=
    ⟨AddCircle.liftIco β 0 g, AddCircle.liftIco_zero_continuous hper hg.continuousOn⟩
  have hc : ∀ k : ℤ, fourierCoeff F k = (1 / β : ℝ) • subtractedPole β e (-k) := by
    intro k
    change fourierCoeff (AddCircle.liftIco β 0 g) k = _
    have hx : ∀ x : ℝ, fourier (-k) (x : AddCircle (0 + β - 0)) • g x
        = exp (iω β (-k) * x) * subtractedKernel β e x := fun x => by
      simp only [g, fourier_coe_apply, smul_eq_mul]
      rw [← mul_assoc, ← Complex.exp_add]
      congr 2
      simp only [iω, zero_add, sub_zero]
      push_cast
      ring
    rw [fourierCoeff_liftIco_eq, fourierCoeffOn_eq_integral,
      ← integral_subtractedKernel hβ e (-k)]
    simp only [hx]
    simp only [zero_add, sub_zero]
  have hs : Summable (fourierCoeff F) := (summable_congr hc).mpr
    (((summable_subtractedPole hβ e).comp_injective (neg_injective (G := ℤ))).const_smul
      (1 / β : ℝ))
  have hF : F (τ : AddCircle β) = g τ := by
    change AddCircle.liftIco β 0 g (τ : AddCircle β) = g τ
    rcases hτ.2.lt_or_eq with h | h
    · exact AddCircle.liftIco_zero_coe_apply ⟨hτ.1, h⟩
    · rw [h, AddCircle.coe_period, ← hper]
      exact AddCircle.liftIco_zero_coe_apply ⟨le_rfl, hβ⟩
  have key := has_pointwise_sum_fourier_series_of_summable hs (τ : AddCircle β)
  rw [hF] at key
  -- reverse the frequency index and remove the phase
  have key2 := ((Equiv.neg ℤ).hasSum_iff.mpr key).mul_left ((β : ℂ) * exp (-(iω β 0 * τ)))
  convert key2 using 1
  · rfl
  · funext n
    have hb : (β : ℂ) * ((1 / β : ℝ) : ℂ) = 1 := by
      exact_mod_cast mul_one_div_cancel hβ.ne'
    have he : exp (-(iω β n * τ)) = exp (-(iω β 0 * τ))
        * exp (2 * Real.pi * I * ((-n : ℤ) : ℂ) * τ / β) := by
      rw [← Complex.exp_add]
      congr 1
      simp only [iω]
      push_cast
      ring
    simp only [Function.comp_apply, Equiv.neg_apply, hc, neg_neg, fourier_coe_apply,
      smul_eq_mul, Complex.real_smul]
    rw [he]
    linear_combination (-(exp (-(iω β 0 * τ))
      * exp (2 * Real.pi * I * ((-n : ℤ) : ℂ) * τ / β) * subtractedPole β e n)) * hb
  · have h : exp (-(iω β 0 * τ)) * exp (iω β 0 * τ) = 1 := by
      rw [← Complex.exp_add, neg_add_cancel, Complex.exp_zero]
    simp only [g]
    linear_combination (-(β * subtractedKernel β e τ)) * h

/-- For `β > 0` and `0 ≤ τ ≤ β`, the inverse transform of a finite Lehmann sum minus its
leading tail converges absolutely, and each pole contributes its residue times
`1/2 - (1 - f(ε)) exp(-ε τ)`. -/
theorem lehmann_tail_subtracted_inverse {ι : Type*} [Fintype ι] (A : ι → ℂ) (ε : ι → ℝ)
    {β τ : ℝ} (hβ : 0 < β) (hτ : τ ∈ Set.Icc 0 β) :
    Summable (fun n : ℤ => ‖exp (-(iω β n * τ)) *
      (lehmann A ε (iω β n) - (∑ j, A j) / iω β n)‖) ∧
    1 / (β : ℂ) * ∑' n : ℤ, exp (-(iω β n * τ)) *
      (lehmann A ε (iω β n) - (∑ j, A j) / iω β n)
      = ∑ j, A j * (1 / 2 - (1 - (fermi β (ε j) : ℂ)) * exp (-((ε j : ℂ) * τ))) := by
  have h : HasSum (fun n : ℤ => exp (-(iω β n * τ)) *
      (lehmann A ε (iω β n) - (∑ j, A j) / iω β n))
      (∑ j, A j * (β * subtractedKernel β (ε j) τ)) := by
    -- add the contributions of the individual poles
    have h' := hasSum_sum (s := Finset.univ)
      (fun j _ => (hasSum_subtractedPole hβ (ε j) hτ).mul_left (A j))
    convert h' using 1
    · rfl
    · funext n
      simp only [lehmann, subtractedPole]
      rw [Finset.sum_div, ← Finset.sum_sub_distrib, Finset.mul_sum]
      exact Finset.sum_congr rfl fun j _ => by ring
  refine ⟨h.summable.norm, ?_⟩
  have hb : 1 / (β : ℂ) * β = 1 := one_div_mul_cancel (by exact_mod_cast hβ.ne')
  rw [h.tsum_eq, Finset.mul_sum]
  refine Finset.sum_congr rfl fun j _ => ?_
  change _ = A j * subtractedKernel β (ε j) τ
  linear_combination (A j * subtractedKernel β (ε j) τ) * hb

end

end MatsubaraTail
```

```lean
#print axioms MatsubaraTail.lehmann_tail_subtracted_inverse
```

```
'MatsubaraTail.lehmann_tail_subtracted_inverse' depends on axioms: [propext, Classical.choice, Quot.sound]
```

## Frequencies and convergence in the proof

`iω_ne_zero` uses the oddness of 2n+1. `norm_iω_le` obtains the bound on the shifted denominator from the fact that the modulus of a complex number is at least that of its imaginary part. `exp_iω_beta` and `fermi_identity` are the two identities used in the forward transform.

`summable_subtractedPole` starts from the convergent sum of inverse squares over the integers and restricts it to odd integers through the injective map n ↦ 2n+1. Inside the proof, `hS` is the common-denominator formula, and `Summable.of_norm_bounded` performs the comparison.

## From the integral to the inverse series

In `integral_subtractedKernel`, `hint` splits the integrand into two exponentials and `integral_exp_mul_complex` integrates each. The closing `linear_combination` inserts the Fermi identity multiplied by 1/(iω_n − e), as in the derivation.

`hasSum_subtractedPole` carries out the inversion. The function `g` is the one defined above, `hper` proves that its endpoint values agree, and `AddCircle.liftIco` places it on the circle. The fact `hc` identifies the Fourier coefficients with the subtracted poles at index −k, and `hs` gives their summability.

The endpoint τ = β is handled in `hF`: on the circle it is the same point as 0, and `hper` supplies the correct value. Mathlib's theorem `has_pointwise_sum_fourier_series_of_summable` then gives convergence at the chosen τ. `Equiv.neg ℤ` reverses the index, and the multiplication in `key2` removes the phase and the factor 1/β.

The final theorem adds the single-pole results with `hasSum_sum`. Absolute convergence follows from `h.summable.norm`, since summability of a complex series in this unordered sense implies summability of its norms. `h.tsum_eq` supplies the value, and the factor 1/β cancels the β carried by each single-pole sum.
